# The core-correction force of a spin-polarized local functional in one dimension, at fixed valence densities

Q: You hold the valence spin densities $n_1(x)$ and $n_2(x)$ fixed while the atom moves. In a real calculation they relax. Why call the result a force?

A: It is one term of the force. With a nonlinear core correction, the exchange-correlation energy is evaluated on valence plus core density, so it depends explicitly on the atomic position $R$. Take norm-conserving pseudopotentials, fixed occupations and a basis that doesn't move with the atoms, such as plane waves. At self-consistency the total energy is then stationary under changes of the orbitals that keep them orthonormal. The relaxation drops out to first order, and what remains is the derivative at fixed orbitals, which for this term means at fixed valence densities. That stationarity is an argument I bring from outside; the theorems concern only the fixed-density term, for a local functional in one dimension.

Q: Then write down the energy.

A: Let $c$ be the core density about its own centre, $[0,L]$ the cell, and $f(a,b)$ the exchange-correlation energy per length at spin densities $a$ and $b$. The energy $E(R)$ below is this part of the total energy only. The core is unpolarized, so each spin channel receives half of it:
$$\rho_i(R,x)=n_i(x)+\tfrac12 c(x-R),\qquad E(R)=\int_0^L f(\rho_1,\rho_2)\,dx .$$
Write $v_\uparrow=\partial_1 f$ and $v_\downarrow=\partial_2 f$, both evaluated at $(\rho_1,\rho_2)$. At fixed $x$, $\partial_R\rho_i=-\tfrac12c'(x-R)$, so the chain rule gives
$$\partial_R f(\rho_1,\rho_2)=-\tfrac12(v_\uparrow+v_\downarrow)\,c'(x-R).$$
Integrating over the cell,
$$-E'(R)=\int_0^L\tfrac12(v_\uparrow+v_\downarrow)\,c'(x-R)\,dx .$$

Q: You moved a derivative through an integral.

A: Take $f$ and $c$ continuously differentiable and $n_1,n_2$ continuous. Then the right-hand side of the chain-rule formula is continuous in $(R,x)$ jointly. On the compact set of positions within distance 1 of $R$ and points $x$ in the cell, its absolute value is at most some constant $C$. By the mean value theorem, the difference quotients of the integrand are bounded by the same $C$, and dominated convergence allows the exchange.

Q: Give me numbers, so that I can check the sign and the half.

A: Take $L=1$, $n_1=2$, $n_2=1$, $c(y)=2y$ and $f(a,b)=ab$. These are chosen for easy arithmetic only: $c$ is negative for $y<0$, so it isn't a physical core density, and $f$ isn't a realistic functional. Then
$$E(R)=\int_0^1(2+x-R)(1+x-R)\,dx=\tfrac{23}{6}-4R+R^2,$$
so $-E'(0)=4$. From the force formula at $R=0$, $v_\uparrow=1+x$, $v_\downarrow=2+x$ and $c'=2$, which gives $\int_0^1\tfrac12(3+2x)\cdot2\,dx=4$. Without the half you would get 8.

Q: Now show me that the Lean definitions say the same thing.

```lean
import Mathlib

open MeasureTheory

namespace SpinCoreCorrection

noncomputable section

/-- The two spin densities at `x`, each with half of the core density of an atom at `R` added. -/
def spinDensity (n₁ n₂ c : ℝ → ℝ) (R x : ℝ) : ℝ × ℝ :=
  (n₁ x + c (x - R) / 2, n₂ x + c (x - R) / 2)

/-- The energy of the cell `[0, L]` as a function of the position `R` of the core. -/
def energy (f : ℝ × ℝ → ℝ) (n₁ n₂ c : ℝ → ℝ) (L R : ℝ) : ℝ :=
  ∫ x in (0 : ℝ)..L, f (spinDensity n₁ n₂ c R x)
```

A: `spinDensity` is the pair $(\rho_1,\rho_2)$, and `energy` is $E(R)$. All densities are real functions on the line, and `f` takes a pair of reals.

Q: Where are the partial derivatives?

```lean
/-- The spin-up potential: where `f` is differentiable, its partial derivative in the first spin
density. -/
def vUp (f : ℝ × ℝ → ℝ) (p : ℝ × ℝ) : ℝ := fderiv ℝ f p (1, 0)

/-- The spin-down potential: where `f` is differentiable, its partial derivative in the second spin
density. -/
def vDown (f : ℝ × ℝ → ℝ) (p : ℝ × ℝ) : ℝ := fderiv ℝ f p (0, 1)
```

A: Where $f$ is differentiable, `fderiv ℝ f p` is the full differential of $f$ at $p$, a linear map; elsewhere Lean sets it to zero. Applied to $(1,0)$ it gives $\partial_1f$, and applied to $(0,1)$ it gives $\partial_2f$. Since $f$ is an energy per length and not per electron, these are the two spin potentials themselves.

```lean
/-- The spin-averaged potential times the slope of the core density at `x`. -/
def forceDensity (f : ℝ × ℝ → ℝ) (n₁ n₂ c : ℝ → ℝ) (R x : ℝ) : ℝ :=
  (vUp f (spinDensity n₁ n₂ c R x) + vDown f (spinDensity n₁ n₂ c R x)) / 2
    * deriv c (x - R)

/-- The integral of the force density over the cell `[0, L]`. -/
def coreForce (f : ℝ × ℝ → ℝ) (n₁ n₂ c : ℝ → ℝ) (L R : ℝ) : ℝ :=
  ∫ x in (0 : ℝ)..L, forceDensity f n₁ n₂ c R x
```

A: `forceDensity` is the integrand of the force formula, and `coreForce` is its integral, with the sign of $-E'(R)$.

Q: What do the hypotheses demand of a functional?

A: `ContDiff ℝ 1 f` asks for continuous first derivatives on the whole plane, negative densities included. A functional defined only for nonnegative densities must first be extended that way. Gradient corrections are not covered, because $f$ sees only the local values.

Q: Take me through the proof, starting with the chain rule.

```lean
/-- The linear map `fderiv ℝ f p`, applied to the density changes `(a, b)`, is the sum over spins of
density change times potential. -/
theorem fderiv_eq_potentials (f : ℝ × ℝ → ℝ) (p : ℝ × ℝ) (a b : ℝ) :
    fderiv ℝ f p (a, b) = a * vUp f p + b * vDown f p := by
  have h : ((a, b) : ℝ × ℝ) = a • ((1, 0) : ℝ × ℝ) + b • ((0, 1) : ℝ × ℝ) := by
    ext <;> simp
  rw [h, map_add, map_smul, map_smul, smul_eq_mul, smul_eq_mul, vUp, vDown]
```

A: This splits the differential into its spin channels: $df(a,b)=a\,v_\uparrow+b\,v_\downarrow$. The proof writes $(a,b)$ as $a(1,0)+b(0,1)$ and uses linearity.

```lean
/-- At a fixed point `x`, the energy density changes with the core position at a rate equal
to minus the force density. -/
theorem hasDerivAt_energyDensity {f : ℝ × ℝ → ℝ} {c : ℝ → ℝ} (hf : ContDiff ℝ 1 f)
    (hc : ContDiff ℝ 1 c) (n₁ n₂ : ℝ → ℝ) (R x : ℝ) :
    HasDerivAt (fun S => f (spinDensity n₁ n₂ c S x)) (-forceDensity f n₁ n₂ c R x) R := by
  have h1 : HasDerivAt (fun S : ℝ => x - S) (-1) R := (hasDerivAt_id' R).const_sub x
  have hcd : HasDerivAt c (deriv c (x - R)) (x - R) :=
    (hc.differentiable (by simp) (x - R)).hasDerivAt
  have h2 : HasDerivAt (fun S => c (x - S)) (deriv c (x - R) * -1) R := hcd.comp R h1
  have h3 : HasDerivAt (fun S => spinDensity n₁ n₂ c S x)
      (deriv c (x - R) * -1 / 2, deriv c (x - R) * -1 / 2) R :=
    ((h2.div_const 2).const_add (n₁ x)).prodMk ((h2.div_const 2).const_add (n₂ x))
  have hF : HasFDerivAt f (fderiv ℝ f (spinDensity n₁ n₂ c R x))
      ((fun S => spinDensity n₁ n₂ c S x) R) :=
    (hf.differentiable (by simp) _).hasFDerivAt
  refine (hF.comp_hasDerivAt R h3).congr_deriv ?_
  rw [fderiv_eq_potentials, forceDensity]
  ring
```

A: Here is the derivative at fixed $x$. `h1` says that $x-S$ has slope $-1$ in the core position $S$, `h2` carries this through $c$, and `h3` gives the rate of change of both spin densities. `hF` supplies the differential of $f$. After composing them, the channel split and `ring` produce minus the force density. The valence densities may be arbitrary functions here, since $x$ doesn't move.

Q: And the bound?

```lean
/-- Both spin potentials of a continuously differentiable `f` are continuous. -/
theorem continuous_potentials {f : ℝ × ℝ → ℝ} (hf : ContDiff ℝ 1 f) :
    Continuous (vUp f) ∧ Continuous (vDown f) :=
  ⟨(hf.continuous_fderiv (by simp)).clm_apply continuous_const,
    (hf.continuous_fderiv (by simp)).clm_apply continuous_const⟩

/-- The force density is jointly continuous in the core position and the point in space. -/
theorem continuous_forceDensity {f : ℝ × ℝ → ℝ} {n₁ n₂ c : ℝ → ℝ} (hf : ContDiff ℝ 1 f)
    (h₁ : Continuous n₁) (h₂ : Continuous n₂) (hc : ContDiff ℝ 1 c) :
    Continuous (fun q : ℝ × ℝ => forceDensity f n₁ n₂ c q.1 q.2) := by
  have hcc : Continuous c := hc.continuous
  have hρ : Continuous (fun q : ℝ × ℝ => spinDensity n₁ n₂ c q.1 q.2) := by
    unfold spinDensity
    fun_prop
  obtain ⟨hu, hd⟩ := continuous_potentials hf
  have hdc : Continuous (deriv c) := hc.continuous_deriv (by simp)
  exact (((hu.comp hρ).add (hd.comp hρ)).div_const 2).mul
    (hdc.comp (continuous_snd.sub continuous_fst))
```

A: Continuity of the potentials comes from continuity of the differential. Composed with the continuous spin densities and multiplied by the continuous $c'(x-R)$, they give a force density that is continuous in both variables together.

```lean
/-- The energy is differentiable in the core position, and minus its derivative is the
integral of the spin-averaged potential times the slope of the core density. -/
theorem hasDerivAt_energy {f : ℝ × ℝ → ℝ} {n₁ n₂ c : ℝ → ℝ} (hf : ContDiff ℝ 1 f)
    (h₁ : Continuous n₁) (h₂ : Continuous n₂) (hc : ContDiff ℝ 1 c) (L R : ℝ) :
    HasDerivAt (energy f n₁ n₂ c L) (-coreForce f n₁ n₂ c L R) R := by
  have hJ := continuous_forceDensity hf h₁ h₂ hc
  have hcc : Continuous c := hc.continuous
  -- a uniform bound on the force density for core positions near `R`
  have hK : IsCompact (Set.Icc (R - 1) (R + 1) ×ˢ Set.uIcc (0 : ℝ) L) :=
    isCompact_Icc.prod isCompact_uIcc
  obtain ⟨C, hC⟩ := hK.exists_bound_of_continuousOn hJ.continuousOn
  have hE : ∀ S, Continuous (fun x => f (spinDensity n₁ n₂ c S x)) := fun S =>
    hf.continuous.comp (by unfold spinDensity; fun_prop)
  have hs : Continuous (fun x => forceDensity f n₁ n₂ c R x) :=
    hJ.comp (by fun_prop : Continuous (fun x : ℝ => (R, x)))
  -- differentiation under the integral sign
  have key := intervalIntegral.hasDerivAt_integral_of_dominated_loc_of_deriv_le
    (μ := volume) (a := 0) (b := L) (x₀ := R) (s := Set.Icc (R - 1) (R + 1))
    (F := fun S x => f (spinDensity n₁ n₂ c S x))
    (F' := fun S x => -forceDensity f n₁ n₂ c S x) (bound := fun _ => C)
    (Icc_mem_nhds (by linarith) (by linarith))
    (Filter.Eventually.of_forall fun S => (hE S).aestronglyMeasurable)
    ((hE R).intervalIntegrable 0 L) hs.neg.aestronglyMeasurable
    (ae_of_all _ fun x hx S hS => by
      simpa only [norm_neg] using hC (S, x) ⟨hS, Set.uIoc_subset_uIcc hx⟩)
    (continuous_const.intervalIntegrable 0 L)
    (ae_of_all _ fun x _ S _ => hasDerivAt_energyDensity hf hc n₁ n₂ S x)
  have h := key.2
  rw [intervalIntegral.integral_neg] at h
  exact h
```

A: This is the main theorem. `HasDerivAt` says that $E$ is differentiable at $R$ and that its derivative is `-coreForce`. `hK` is the compact set from the argument above, and `hC` is the bound by $C$ on it. `key` applies Mathlib's theorem on differentiation under the integral, with `hasDerivAt_energyDensity` as the pointwise derivative. The last lines pull the minus sign out of the integral.

Q: Does any $L$ work?

A: Any real $L$. For negative $L$ the integral is the oriented one, and for $L=0$ both sides vanish. Periodicity isn't needed yet.

Q: Where does it come in? I'd expect that shifting everything together costs nothing.

A: It does cost nothing in a periodic cell, and that gives a sum rule. Let $n_1,n_2$ be continuously differentiable too, and let all three densities have period $L$, so that $c$ stands for the core summed over its periodic images. Differentiate the energy density in $x$ instead of $R$:
$$\frac{d}{dx}f(\rho_1,\rho_2)=\tfrac12(v_\uparrow+v_\downarrow)\,c'(x-R)+v_\uparrow n_1'+v_\downarrow n_2' .$$
The integral of the left side is the difference of $f(\rho_1,\rho_2)$ between $x=L$ and $x=0$, which is zero. Hence the core force and $\int_0^L(v_\uparrow n_1'+v_\downarrow n_2')\,dx$ cancel.

```lean
/-- Sum rule: in a periodic cell, the core force and the integral of the spin potentials
times the slopes of the valence spin densities add up to zero. -/
theorem coreForce_add_valence_eq_zero {f : ℝ × ℝ → ℝ} {n₁ n₂ c : ℝ → ℝ} {L : ℝ}
    (hf : ContDiff ℝ 1 f) (h₁ : ContDiff ℝ 1 n₁) (h₂ : ContDiff ℝ 1 n₂)
    (hc : ContDiff ℝ 1 c) (p₁ : Function.Periodic n₁ L) (p₂ : Function.Periodic n₂ L)
    (pc : Function.Periodic c L) (R : ℝ) :
    coreForce f n₁ n₂ c L R + ∫ x in (0 : ℝ)..L,
      (vUp f (spinDensity n₁ n₂ c R x) * deriv n₁ x
        + vDown f (spinDensity n₁ n₂ c R x) * deriv n₂ x) = 0 := by
  have hcc : Continuous c := hc.continuous
  have hc₁ : Continuous n₁ := h₁.continuous
  have hc₂ : Continuous n₂ := h₂.continuous
  have hρ : Continuous (fun x => spinDensity n₁ n₂ c R x) := by
    unfold spinDensity
    fun_prop
  obtain ⟨hu, hd⟩ := continuous_potentials hf
  have hs : Continuous (fun x => forceDensity f n₁ n₂ c R x) :=
    (continuous_forceDensity hf hc₁ hc₂ hc).comp
      (by fun_prop : Continuous (fun x : ℝ => (R, x)))
  have hv : Continuous (fun x => vUp f (spinDensity n₁ n₂ c R x) * deriv n₁ x
      + vDown f (spinDensity n₁ n₂ c R x) * deriv n₂ x) :=
    ((hu.comp hρ).mul (h₁.continuous_deriv (by simp))).add
      ((hd.comp hρ).mul (h₂.continuous_deriv (by simp)))
  -- the two integrands add up to the total derivative of the energy density
  have hD : ∀ x, HasDerivAt (fun y => f (spinDensity n₁ n₂ c R y))
      (forceDensity f n₁ n₂ c R x + (vUp f (spinDensity n₁ n₂ c R x) * deriv n₁ x
        + vDown f (spinDensity n₁ n₂ c R x) * deriv n₂ x)) x := by
    intro x
    have hcd : HasDerivAt c (deriv c (x - R)) (x - R) :=
      (hc.differentiable (by simp) (x - R)).hasDerivAt
    have g : HasDerivAt (fun y => c (y - R)) (deriv c (x - R) * 1) x :=
      hcd.comp x ((hasDerivAt_id' x).sub_const R)
    have g₁ : HasDerivAt n₁ (deriv n₁ x) x := (h₁.differentiable (by simp) x).hasDerivAt
    have g₂ : HasDerivAt n₂ (deriv n₂ x) x := (h₂.differentiable (by simp) x).hasDerivAt
    have h3 : HasDerivAt (fun y => spinDensity n₁ n₂ c R y)
        (deriv n₁ x + deriv c (x - R) * 1 / 2, deriv n₂ x + deriv c (x - R) * 1 / 2) x :=
      (g₁.fun_add (g.div_const 2)).prodMk (g₂.fun_add (g.div_const 2))
    have hF : HasFDerivAt f (fderiv ℝ f (spinDensity n₁ n₂ c R x))
        ((fun y => spinDensity n₁ n₂ c R y) x) :=
      (hf.differentiable (by simp) _).hasFDerivAt
    refine (hF.comp_hasDerivAt x h3).congr_deriv ?_
    rw [fderiv_eq_potentials, forceDensity]
    ring
  have hend : spinDensity n₁ n₂ c R L = spinDensity n₁ n₂ c R 0 := by
    have e : c (L - R) = c (0 - R) := by
      rw [← pc (0 - R)]
      congr 1
      ring
    simp only [spinDensity, e, p₁.eq, p₂.eq]
  rw [coreForce, ← intervalIntegral.integral_add (hs.intervalIntegrable 0 L)
    (hv.intervalIntegrable 0 L), intervalIntegral.integral_eq_sub_of_hasDerivAt
    (fun x _ => hD x) ((hs.add hv).intervalIntegrable 0 L), hend, sub_self]
```

A: `hD` is the displayed derivative, obtained by the same chain rule as before, and `hend` is the equality of the spin densities at the two ends. The fundamental theorem of calculus, `intervalIntegral.integral_eq_sub_of_hasDerivAt`, finishes the proof.

Q: The numerical example has constant valence densities and a force of 4. That doesn't cancel.

A: Its core density $c(y)=2y$ isn't periodic, so the sum rule doesn't apply. The main theorem does.

In a plane-wave code for a periodic system, the analogous cancellation, with the core forces of all atoms in the cell added together, can serve as a check on this one term; the version proved here is for exact integrals in one dimension, and a discrete grid would generally satisfy it only approximately.

Q: Last doubt. Without spin polarization I know a formula with one potential and no half. Do you recover it?

A: Yes, if $f(a,b)=f(b,a)$ and $n_1=n_2=n$. Both channels then have the same density $a=n(x)+c(x-R)/2$. Differentiating $f(t,a)=f(a,t)$ at $t=a$ gives $v_\uparrow=v_\downarrow$, so the average of the two potentials is either one of them:
$$\int_0^L\tfrac12(v_\uparrow+v_\downarrow)\,c'(x-R)\,dx=\int_0^L v_\uparrow\,c'(x-R)\,dx .$$

```lean
/-- If `f` is symmetric under exchange of the spins, the two spin potentials agree at equal
spin densities. -/
theorem vUp_eq_vDown {f : ℝ × ℝ → ℝ} (hf : ContDiff ℝ 1 f)
    (hsym : ∀ a b, f (a, b) = f (b, a)) (a : ℝ) : vUp f (a, a) = vDown f (a, a) := by
  have hF : HasFDerivAt f (fderiv ℝ f (a, a)) (a, a) :=
    (hf.differentiable (by simp) _).hasFDerivAt
  have pu : HasDerivAt (fun t : ℝ => (t, a)) ((1 : ℝ), (0 : ℝ)) a :=
    (hasDerivAt_id' a).prodMk (hasDerivAt_const a a)
  have pd : HasDerivAt (fun t : ℝ => (a, t)) ((0 : ℝ), (1 : ℝ)) a :=
    (hasDerivAt_const a a).prodMk (hasDerivAt_id' a)
  have hu : HasDerivAt (fun t => f (t, a)) (vUp f (a, a)) a :=
    HasFDerivAt.comp_hasDerivAt (f := fun t : ℝ => (t, a)) a hF pu
  have hd : HasDerivAt (fun t => f (a, t)) (vDown f (a, a)) a :=
    HasFDerivAt.comp_hasDerivAt (f := fun t : ℝ => (a, t)) a hF pd
  have e : (fun t => f (t, a)) = fun t => f (a, t) := funext fun t => hsym t a
  rw [e] at hu
  exact hu.unique hd
```

A: `hu` and `hd` are the derivatives of $f$ along the two coordinate lines through $(a,a)$. Symmetry makes the two functions of $t$ equal, and a derivative is unique.

```lean
/-- For equal valence spin densities and a spin-symmetric `f`, the core force is the integral
of a single potential times the slope of the core density. -/
theorem coreForce_unpolarized {f : ℝ × ℝ → ℝ} (hf : ContDiff ℝ 1 f)
    (hsym : ∀ a b, f (a, b) = f (b, a)) (n c : ℝ → ℝ) (L R : ℝ) :
    coreForce f n n c L R =
      ∫ x in (0 : ℝ)..L, vUp f (spinDensity n n c R x) * deriv c (x - R) := by
  unfold coreForce
  refine intervalIntegral.integral_congr fun x _ => ?_
  have h : vUp f (spinDensity n n c R x) = vDown f (spinDensity n n c R x) :=
    vUp_eq_vDown hf hsym _
  simp only [forceDensity, ← h]
  ring

end

end SpinCoreCorrection
```

A: This applies the equality at every $x$ under the integral. It is an identity between integrands, so it asks nothing of $n$ and $c$. If $n$ is also continuous and $c$ continuously differentiable, the main theorem lets you read the result as $-E'(R)$.

```lean
#print axioms SpinCoreCorrection.hasDerivAt_energy
-- 'SpinCoreCorrection.hasDerivAt_energy' depends on axioms: [propext, Classical.choice, Quot.sound]
#print axioms SpinCoreCorrection.coreForce_add_valence_eq_zero
-- 'SpinCoreCorrection.coreForce_add_valence_eq_zero' depends on axioms: [propext, Classical.choice, Quot.sound]
#print axioms SpinCoreCorrection.coreForce_unpolarized
-- 'SpinCoreCorrection.coreForce_unpolarized' depends on axioms: [propext, Classical.choice, Quot.sound]
```
